# Pseudo and exact PAW unfolding weights agree within the overlap's eigenvalue ratio when the overlap commutes with the k-point projection

To unfold a supercell band onto the primitive Brillouin zone, one can sum the squared moduli of the plane-wave coefficients of the pseudo wave function that belong to a primitive wave vector $k$, and divide by the sum over all of them. In the projector augmented-wave (PAW) method this leaves out the overlap operator $S$, which corrects the norm for the difference between the all-electron and the pseudo wave inside the augmentation spheres. If $S$ is positive definite and commutes with the projection onto $k$, the error of this shortcut is bounded by the spectrum of $S$, and a $k$ with zero weight in one count has zero weight in the other.

## Two weights for one k-point

The coefficient vector $c$ lives in a complex inner-product space `E`, with the plane waves orthonormal. The bounds below take `E` to be finite-dimensional, as it is with a plane-wave cutoff.

```lean
import Mathlib

open scoped InnerProductSpace

namespace PAWUnfolding

noncomputable section

variable {E : Type*} [NormedAddCommGroup E] [InnerProductSpace ℂ E]
```

Let $P$ keep the coefficients that belong to $k$ and set the others to zero. The exact weight is $w=\mathrm{Re}\,\langle c,SPc\rangle$, for a state normalised by $\langle c,Sc\rangle=1$. It is the weight of the all-electron wave $Tc$, where $S=T^\dagger T$, if the PAW transformation $T$ commutes with the translations of the primitive cell. This is so when the atomic sites and their PAW datasets repeat with that cell.

```lean
/-- The exact unfolding weight `⟨c, S P c⟩` (its real part) of the coefficient vector `c`
in the k-point channel `P`, with PAW overlap operator `S`. -/
def exactWeight (S P : E →ₗ[ℂ] E) (c : E) : ℝ := (⟪c, S (P c)⟫_ℂ).re
```

The pseudo weight is $v=\langle c,Pc\rangle/\langle c,c\rangle$, again with real parts in Lean.

```lean
/-- The pseudo weight `⟨c, P c⟩ / ⟨c, c⟩`, which ignores the overlap operator;
it is meant for `c ≠ 0`. -/
def pseudoWeight (P : E →ₗ[ℂ] E) (c : E) : ℝ := (⟪c, P c⟫_ℂ).re / (⟪c, c⟫_ℂ).re
```

The hypotheses on $S$ and $P$ are

$$S^\dagger=S,\quad \mathrm{spec}\,S\subset[a,b],\quad a>0,\quad P^\dagger=P=P^2,\quad SP=PS.$$

An eigenvalue of $S$ is the all-electron norm $\langle x,Sx\rangle$ of an eigenvector $x$ with pseudo norm $\langle x,x\rangle=1$. So $a>0$ says that no nonzero pseudo wave stands for a state of zero or negative norm, and $b$ limits the norm that augmentation can add. In the structure, `IsSymmetric` is self-adjointness and `*` is composition. Only one projection appears: for a family $P_k$ with sum 1, the results apply to each member.

Commutation is the assumption to check in a real supercell. It holds if the atomic sites and their PAW datasets repeat with the primitive cell, as when only magnetic order or an applied potential breaks the translation symmetry. Displaced or substituted atoms generally violate it.

```lean
/-- A self-adjoint overlap operator `S` with all eigenvalues in `[a, b]`, `a > 0`, and an
orthogonal projection `P` onto a k-point channel that commutes with `S`. -/
structure IsChannel (S P : E →ₗ[ℂ] E) (a b : ℝ) : Prop where
  pos : 0 < a
  symmS : S.IsSymmetric
  spec : ∀ μ : ℝ, Module.End.HasEigenvalue S (μ : ℂ) → a ≤ μ ∧ μ ≤ b
  symmP : P.IsSymmetric
  idem : P * P = P
  comm : S * P = P * S
```

## From eigenvalues to norms

Expand $x$ in an orthonormal eigenbasis, $Se_i=l_ie_i$:

$$\langle x,x\rangle=\sum_i|\langle e_i,x\rangle|^2,\qquad \langle x,Sx\rangle=\sum_i l_i|\langle e_i,x\rangle|^2 .$$

Since $a\le l_i\le b$, comparing term by term gives $a\langle x,x\rangle\le\langle x,Sx\rangle\le b\langle x,x\rangle$. The two sums are `h1` and `h2` in the proof.

```lean
/-- If all eigenvalues of a self-adjoint `S` in finite dimension lie in `[a, b]`, then
`⟨x, S x⟩` lies between `a ⟨x, x⟩` and `b ⟨x, x⟩`. -/
theorem form_bounds [FiniteDimensional ℂ E] {S : E →ₗ[ℂ] E} {a b : ℝ} (hS : S.IsSymmetric)
    (hspec : ∀ μ : ℝ, Module.End.HasEigenvalue S (μ : ℂ) → a ≤ μ ∧ μ ≤ b) (x : E) :
    a * (⟪x, x⟫_ℂ).re ≤ (⟪x, S x⟫_ℂ).re ∧ (⟪x, S x⟫_ℂ).re ≤ b * (⟪x, x⟫_ℂ).re := by
  obtain ⟨n, hn⟩ : ∃ n, Module.finrank ℂ E = n := ⟨_, rfl⟩
  -- an orthonormal eigenbasis of the overlap operator
  obtain ⟨e, l, he, hl⟩ : ∃ (e : OrthonormalBasis (Fin n) ℂ E) (l : Fin n → ℝ),
      (∀ i, S (e i) = (l i : ℂ) • e i) ∧ ∀ i, a ≤ l i ∧ l i ≤ b :=
    ⟨hS.eigenvectorBasis hn, hS.eigenvalues hn, hS.apply_eigenvectorBasis hn,
      fun i => hspec _ (hS.hasEigenvalue_eigenvalues hn i)⟩
  have hterm : ∀ i, ⟪x, e i⟫_ℂ * ⟪e i, x⟫_ℂ = ((‖⟪e i, x⟫_ℂ‖ ^ 2 : ℝ) : ℂ) := by
    intro i
    rw [← inner_conj_symm x (e i), Complex.conj_mul']
    push_cast
    rfl
  have h1 : (⟪x, x⟫_ℂ).re = ∑ i, ‖⟪e i, x⟫_ℂ‖ ^ 2 := by
    rw [← e.sum_inner_mul_inner x x, Complex.re_sum]
    exact Finset.sum_congr rfl fun i _ => by rw [hterm, Complex.ofReal_re]
  have h2 : (⟪x, S x⟫_ℂ).re = ∑ i, l i * ‖⟪e i, x⟫_ℂ‖ ^ 2 := by
    rw [← e.sum_inner_mul_inner x (S x), Complex.re_sum]
    refine Finset.sum_congr rfl fun i _ => ?_
    rw [← hS (e i) x, he, inner_smul_left, Complex.conj_ofReal, mul_left_comm, hterm,
      ← Complex.ofReal_mul, Complex.ofReal_re]
  rw [h1, h2, Finset.mul_sum, Finset.mul_sum]
  exact ⟨Finset.sum_le_sum fun i _ => mul_le_mul_of_nonneg_right (hl i).1 (sq_nonneg _),
    Finset.sum_le_sum fun i _ => mul_le_mul_of_nonneg_right (hl i).2 (sq_nonneg _)⟩
```

Idempotency, commutation and self-adjointness turn the exact weight into a squared $S$-norm:

$$\langle c,SPc\rangle=\langle c,SPPc\rangle=\langle c,PSPc\rangle=\langle Pc,SPc\rangle .$$

```lean
/-- For an orthogonal projection `P` commuting with `S`, the exact weight is the real part of
`⟨P c, S P c⟩`. -/
theorem exactWeight_eq {S P : E →ₗ[ℂ] E} (hP : P.IsSymmetric) (hi : P * P = P)
    (hc : S * P = P * S) (c : E) : exactWeight S P c = (⟪P c, S (P c)⟫_ℂ).re := by
  have h1 : P (P c) = P c := LinearMap.congr_fun hi c
  have h2 : S (P (P c)) = P (S (P c)) := LinearMap.congr_fun hc (P c)
  rw [h1] at h2
  unfold exactWeight
  rw [hP c (S (P c)), ← h2]
```

## Inside and outside the channel

Put $Q=1-P$ and $N=\langle c,c\rangle$. $Q$ is also an orthogonal projection commuting with $S$, so the last identity holds for it too, and

$$\langle Pc,SPc\rangle=w,\qquad \langle Qc,SQc\rangle=1-w .$$

The same identity with $S$ replaced by 1 gives $\langle Pc,Pc\rangle=vN$ and $\langle Qc,Qc\rangle=(1-v)N$. The norm bounds for $Pc$ and $Qc$ then read

$$avN\le w\le bvN,\qquad a(1-v)N\le 1-w\le b(1-v)N .$$

For $c$ itself they read $aN\le1\le bN$, which forces $N>0$ and $a\le b$. In Lean, `b0`, `b1` and `b2` are the bounds for $c$, $Pc$ and $Qc$.

```lean
variable [FiniteDimensional ℂ E] {S P : E →ₗ[ℂ] E} {a b : ℝ} {c : E}

/-- Under `IsChannel S P a b` and `⟨c, S c⟩ = 1`, the pseudo weight `v` lies in `[0, 1]`, and the
exact weights `w` and `1 - w` inside and outside the channel lie between `a` and `b` times
`v ⟨c, c⟩` and `(1 - v) ⟨c, c⟩`; moreover `⟨c, c⟩ > 0` and `a ≤ b`. -/
theorem channel_bounds (h : IsChannel S P a b) (hc : ⟪c, S c⟫_ℂ = 1) :
    0 < (⟪c, c⟫_ℂ).re ∧ a ≤ b ∧ 0 ≤ pseudoWeight P c ∧ pseudoWeight P c ≤ 1 ∧
    a * (pseudoWeight P c * (⟪c, c⟫_ℂ).re) ≤ exactWeight S P c ∧
    exactWeight S P c ≤ b * (pseudoWeight P c * (⟪c, c⟫_ℂ).re) ∧
    a * ((1 - pseudoWeight P c) * (⟪c, c⟫_ℂ).re) ≤ 1 - exactWeight S P c ∧
    1 - exactWeight S P c ≤ b * ((1 - pseudoWeight P c) * (⟪c, c⟫_ℂ).re) := by
  -- the complement `1 - P` is again a projection commuting with `S`
  have hQs : (1 - P).IsSymmetric := fun x y => by
    simp only [LinearMap.sub_apply, Module.End.one_apply, inner_sub_left, inner_sub_right,
      h.symmP x y]
  have hQi : (1 - P) * (1 - P) = 1 - P := by
    rw [mul_sub, mul_one, sub_mul, one_mul, h.idem, sub_self, sub_zero]
  have hQc : S * (1 - P) = (1 - P) * S := by
    rw [mul_sub, sub_mul, mul_one, one_mul, h.comm]
  have hw := exactWeight_eq h.symmP h.idem h.comm c
  have hw' := exactWeight_eq hQs hQi hQc c
  have hp : (⟪c, P c⟫_ℂ).re = (⟪P c, P c⟫_ℂ).re :=
    exactWeight_eq (S := 1) h.symmP h.idem (by rw [one_mul, mul_one]) c
  have hq : (⟪c, (1 - P) c⟫_ℂ).re = (⟪(1 - P) c, (1 - P) c⟫_ℂ).re :=
    exactWeight_eq (S := 1) hQs hQi (by rw [one_mul, mul_one]) c
  have hsum : exactWeight S P c + exactWeight S (1 - P) c = 1 := by
    have h1 : exactWeight S P c + exactWeight S (1 - P) c = (⟪c, S c⟫_ℂ).re := by
      simp only [exactWeight, LinearMap.sub_apply, Module.End.one_apply, map_sub,
        inner_sub_right, Complex.sub_re]
      ring
    rw [h1, hc, Complex.one_re]
  have hsum' : (⟪c, P c⟫_ℂ).re + (⟪c, (1 - P) c⟫_ℂ).re = (⟪c, c⟫_ℂ).re := by
    simp only [LinearMap.sub_apply, Module.End.one_apply, inner_sub_right, Complex.sub_re]
    ring
  have hn : ∀ x : E, 0 ≤ (⟪x, x⟫_ℂ).re := fun x => inner_self_nonneg (𝕜 := ℂ)
  have b0 := form_bounds h.symmS h.spec c
  have b1 := form_bounds h.symmS h.spec (P c)
  have b2 := form_bounds h.symmS h.spec ((1 - P) c)
  rw [hc, Complex.one_re] at b0
  have hN : 0 < (⟪c, c⟫_ℂ).re := lt_of_le_of_ne (hn c) fun h0 => by
    have h1 := b0.2
    rw [← h0, mul_zero] at h1
    linarith
  have hv : pseudoWeight P c * (⟪c, c⟫_ℂ).re = (⟪P c, P c⟫_ℂ).re :=
    (div_mul_cancel₀ _ hN.ne').trans hp
  have hv' : (1 - pseudoWeight P c) * (⟪c, c⟫_ℂ).re = (⟪(1 - P) c, (1 - P) c⟫_ℂ).re := by
    rw [sub_mul, one_mul, hv]
    linarith
  have hP0 := hn (P c)
  have hQ0 := hn ((1 - P) c)
  rw [hv, hv']
  exact ⟨hN, le_of_mul_le_mul_right (b0.1.trans b0.2) hN,
    div_nonneg (by linarith) hN.le, (div_le_one hN).2 (by linarith),
    by linarith [b1.1], by linarith [b1.2], by linarith [b2.1], by linarith [b2.2]⟩
```

Chaining these inequalities eliminates $N$:

$$av(1-w)\le ab\,v(1-v)N\le b(1-v)w,$$
$$a(1-v)w\le ab\,v(1-v)N\le bv(1-w).$$

For $0<v<1$ this says that the odds $w/(1-w)$ and $v/(1-v)$ differ by at most the factor $b/a$. The undivided form also holds at $v=0$ and $v=1$.

```lean
/-- Under `IsChannel S P a b` and `⟨c, S c⟩ = 1`, the odds `w : (1 - w)` of the exact weight and
`v : (1 - v)` of the pseudo weight differ at most by the factor `b / a`, written here without
division. -/
theorem odds_bounds (h : IsChannel S P a b) (hc : ⟪c, S c⟫_ℂ = 1) :
    a * pseudoWeight P c * (1 - exactWeight S P c)
      ≤ b * (1 - pseudoWeight P c) * exactWeight S P c ∧
    a * (1 - pseudoWeight P c) * exactWeight S P c
      ≤ b * pseudoWeight P c * (1 - exactWeight S P c) := by
  obtain ⟨-, hab, v0, v1, h1, h2, h3, h4⟩ := channel_bounds h hc
  have ha := h.pos
  have hb : 0 ≤ b := ha.le.trans hab
  have u0 := sub_nonneg.2 v1
  constructor
  · linarith [mul_le_mul_of_nonneg_left h4 (mul_nonneg ha.le v0),
      mul_le_mul_of_nonneg_left h1 (mul_nonneg hb u0)]
  · linarith [mul_le_mul_of_nonneg_left h2 (mul_nonneg ha.le u0),
      mul_le_mul_of_nonneg_left h3 (mul_nonneg hb v0)]
```

## Bounds on the weight itself

Adding the channel bounds gives $aN\le1\le bN$ again, so $1/b\le N\le1/a$. Hence

$$\frac ab\,v\le avN\le w\le bvN\le\frac ba\,v .$$

```lean
/-- Under `IsChannel S P a b` and `⟨c, S c⟩ = 1`, the exact unfolding weight lies between `a / b`
and `b / a` times the pseudo weight, where `[a, b]` contains the eigenvalues of the overlap
operator. -/
theorem exactWeight_bounds (h : IsChannel S P a b) (hc : ⟪c, S c⟫_ℂ = 1) :
    a / b * pseudoWeight P c ≤ exactWeight S P c ∧
    exactWeight S P c ≤ b / a * pseudoWeight P c := by
  obtain ⟨-, hab, v0, -, h1, h2, h3, h4⟩ := channel_bounds h hc
  have ha := h.pos
  have hb : 0 < b := ha.trans_le hab
  -- normalisation confines `⟨c, c⟩` to `[1 / b, 1 / a]`
  have n1 : a * (⟪c, c⟫_ℂ).re ≤ 1 := by linarith
  have n2 : 1 ≤ b * (⟪c, c⟫_ℂ).re := by linarith
  constructor
  · rw [div_mul_eq_mul_div, div_le_iff₀ hb]
    linarith [mul_le_mul_of_nonneg_left h1 hb.le,
      mul_le_mul_of_nonneg_left n2 (mul_nonneg ha.le v0)]
  · rw [div_mul_eq_mul_div, le_div_iff₀ ha]
    linarith [mul_le_mul_of_nonneg_left h2 ha.le,
      mul_le_mul_of_nonneg_left n1 (mul_nonneg hb.le v0)]
```

If $w=0$, the left bound and $v\ge0$ give $v=0$. If $v=0$, both bounds give $w=0$. The forbidden k-points are therefore the same in both counts.

```lean
/-- Under `IsChannel S P a b` and `⟨c, S c⟩ = 1`, a k-point has zero exact weight exactly when it
has zero pseudo weight. -/
theorem forbidden_iff (h : IsChannel S P a b) (hc : ⟪c, S c⟫_ℂ = 1) :
    exactWeight S P c = 0 ↔ pseudoWeight P c = 0 := by
  obtain ⟨-, hab, v0, -⟩ := channel_bounds h hc
  obtain ⟨h1, h2⟩ := exactWeight_bounds h hc
  have hr : 0 < a / b := div_pos h.pos (h.pos.trans_le hab)
  constructor
  · intro hw
    rw [hw] at h1
    exact le_antisymm (nonpos_of_mul_nonpos_right h1 hr) v0
  · intro hv
    rw [hv, mul_zero] at h1 h2
    exact le_antisymm h2 h1
```

The odds also limit the absolute error. With $D=bv+a(1-v)>0$, the second odds inequality is $wD\le bv$, so

$$(w-v)D\le v(1-v)(b-a).$$

The identity

$$(\sqrt b-\sqrt a)D-(\sqrt b+\sqrt a)\,v(1-v)(b-a)=(\sqrt b-\sqrt a)\bigl(\sqrt b\,v-\sqrt a\,(1-v)\bigr)^2$$

has a nonnegative right-hand side, which yields

$$w-v\le\frac{\sqrt b-\sqrt a}{\sqrt b+\sqrt a}.$$

The first odds inequality gives the same bound for $v-w$, by exchanging $v,w$ with $1-v,1-w$. The Lean proof states the one-sided estimate as `key`, with the identity as `e4`, and uses it twice.

```lean
/-- Under `IsChannel S P a b` and `⟨c, S c⟩ = 1`, the exact and the pseudo weight differ by at most
`(√b - √a) / (√b + √a)`. -/
theorem weight_error (h : IsChannel S P a b) (hc : ⟪c, S c⟫_ℂ = 1) :
    |exactWeight S P c - pseudoWeight P c| ≤ (√b - √a) / (√b + √a) := by
  obtain ⟨-, hab, v0, v1, -⟩ := channel_bounds h hc
  obtain ⟨o1, o2⟩ := odds_bounds h hc
  have ha := h.pos
  have sa : 0 < √a := Real.sqrt_pos.2 ha
  have sab : √a ≤ √b := Real.sqrt_le_sqrt hab
  have qa : √a ^ 2 = a := Real.sq_sqrt ha.le
  have qb : √b ^ 2 = b := Real.sq_sqrt (ha.le.trans hab)
  have hs : 0 < √b + √a := by linarith
  -- one-sided estimate, used for the channel and for its complement
  have key : ∀ v w : ℝ, 0 ≤ v → a * (1 - v) * w ≤ b * v * (1 - w) →
      w - v ≤ (√b - √a) / (√b + √a) := by
    intro v w hv ho
    have hD : 0 < b * v + a * (1 - v) := by
      linarith [mul_nonneg (sub_nonneg.2 hab) hv]
    rw [le_div_iff₀ hs]
    refine le_of_mul_le_mul_right ?_ hD
    have e1 : (w - v) * (b * v + a * (1 - v)) ≤ v * (1 - v) * (b - a) := by linarith
    have e2 := mul_le_mul_of_nonneg_left e1 hs.le
    have e3 := mul_nonneg (sub_nonneg.2 sab) (sq_nonneg (√b * v - √a * (1 - v)))
    have e4 : (√b - √a) * (b * v + a * (1 - v)) - (√b + √a) * (v * (1 - v) * (b - a))
        = (√b - √a) * (√b * v - √a * (1 - v)) ^ 2 := by
      rw [← qa, ← qb, Real.sqrt_sq sa.le, Real.sqrt_sq (sa.le.trans sab)]
      ring
    linarith
  rw [abs_le]
  constructor
  · linarith [key (1 - pseudoWeight P c) (1 - exactWeight S P c) (by linarith) (by linarith)]
  · exact key _ _ v0 o2
```

## Two levels in numbers

Take one plane wave inside the channel and one outside, with diagonal operators.

```lean
/-- The diagonal operator `diag(p, q)` on a two-level space. -/
def diagOp (p q : ℝ) : EuclideanSpace ℂ (Fin 2) →ₗ[ℂ] EuclideanSpace ℂ (Fin 2) where
  toFun x := !₂[(p : ℂ) * x 0, (q : ℂ) * x 1]
  map_add' x y := by ext i; fin_cases i <;> simp [mul_add]
  map_smul' r x := by ext i; fin_cases i <;> simp [mul_left_comm]
```

The inner product, conjugate-linear in its first argument, is $\langle x,y\rangle=\bar x_0y_0+\bar x_1y_1$.

```lean
/-- The inner product of a two-level space in components. -/
theorem inner_two (x y : EuclideanSpace ℂ (Fin 2)) :
    ⟪x, y⟫_ℂ = starRingEnd ℂ (x 0) * y 0 + starRingEnd ℂ (x 1) * y 1 := by
  simp [PiLp.inner_apply, Fin.sum_univ_two, mul_comm]
```

Let $S=\mathrm{diag}(2,1)$, $P=\mathrm{diag}(1,0)$ and $c=(2/3,1/3)$, so $a=1$ and $b=2$. Then

$$\langle c,Sc\rangle=2\cdot\tfrac49+\tfrac19=1,\qquad w=2\cdot\tfrac49=\tfrac89,\qquad v=\frac{4/9}{5/9}=\tfrac45 .$$

The odds are 8 and 4, so their ratio reaches $b/a=2$. The error $w-v=4/45\approx0.089$ lies below the bound $(\sqrt2-1)/(\sqrt2+1)\approx0.172$.

In Lean, the spectral condition is checked by taking an eigenvector: one of its components is nonzero, and this fixes the eigenvalue as 2 or 1. The remaining conditions are computed in components.

```lean
/-- The overlap `diag(2, 1)`, the projection `diag(1, 0)` and `c = (2/3, 1/3)` meet all hypotheses
with `a = 1`, `b = 2`; the exact weight is `8/9` and the pseudo weight `4/5`. -/
theorem isChannel_witness :
    IsChannel (diagOp 2 1) (diagOp 1 0) 1 2 ∧
    ⟪!₂[(2 / 3 : ℂ), 1 / 3], diagOp 2 1 !₂[(2 / 3 : ℂ), 1 / 3]⟫_ℂ = 1 ∧
    exactWeight (diagOp 2 1) (diagOp 1 0) !₂[(2 / 3 : ℂ), 1 / 3] = 8 / 9 ∧
    pseudoWeight (diagOp 1 0) !₂[(2 / 3 : ℂ), 1 / 3] = 4 / 5 := by
  have hsymm : ∀ p q : ℝ, (diagOp p q).IsSymmetric := fun p q x y => by
    rw [inner_two, inner_two]
    simp only [diagOp, LinearMap.coe_mk, AddHom.coe_mk, Matrix.cons_val_zero,
      Matrix.cons_val_one, map_mul, Complex.conj_ofReal]
    ring
  have c2 : starRingEnd ℂ 2 = 2 := map_ofNat (starRingEnd ℂ) 2
  have c3 : starRingEnd ℂ 3 = 3 := map_ofNat (starRingEnd ℂ) 3
  refine ⟨⟨one_pos, hsymm 2 1, ?_, hsymm 1 0, ?_, ?_⟩, ?_, ?_, ?_⟩
  · -- an eigenvector has a nonzero component, which fixes the eigenvalue
    intro μ hμ
    obtain ⟨x, hx⟩ := hμ.exists_hasEigenvector
    have h := hx.apply_eq_smul
    have h0 : ((2 : ℝ) : ℂ) * x 0 = (μ : ℂ) * x 0 :=
      congrArg (fun y : EuclideanSpace ℂ (Fin 2) => y 0) h
    have h1 : ((1 : ℝ) : ℂ) * x 1 = (μ : ℂ) * x 1 :=
      congrArg (fun y : EuclideanSpace ℂ (Fin 2) => y 1) h
    by_cases hx0 : x 0 = 0
    · have hx1 : x 1 ≠ 0 := fun hx1 => hx.2 (by
        ext i
        fin_cases i
        · exact hx0
        · exact hx1)
      have hm := Complex.ofReal_injective (mul_right_cancel₀ hx1 h1)
      constructor <;> linarith
    · have hm := Complex.ofReal_injective (mul_right_cancel₀ hx0 h0)
      constructor <;> linarith
  · refine LinearMap.ext fun x => ?_
    ext i
    fin_cases i <;> simp [diagOp]
  · refine LinearMap.ext fun x => ?_
    ext i
    fin_cases i <;> simp [diagOp]
  · rw [inner_two]
    norm_num [diagOp, c2, c3]
  · rw [exactWeight, inner_two]
    norm_num [diagOp, c2, c3]
  · rw [pseudoWeight, inner_two, inner_two]
    norm_num [diagOp, c2, c3]

end

end PAWUnfolding
```

```lean
#print axioms PAWUnfolding.exactWeight_bounds
#print axioms PAWUnfolding.forbidden_iff
#print axioms PAWUnfolding.weight_error
```

```
'PAWUnfolding.exactWeight_bounds' depends on axioms: [propext, Classical.choice, Quot.sound]
'PAWUnfolding.forbidden_iff' depends on axioms: [propext, Classical.choice, Quot.sound]
'PAWUnfolding.weight_error' depends on axioms: [propext, Classical.choice, Quot.sound]
```
